# Square-root breakdown of a single coupled-cluster amplitude at a fold

Let $F(t,x)$ be the real residual of an equation for one amplitude $t$ at scan parameter $x$, for instance a bond length. Suppose that $F$ is twice continuously differentiable at $(t_0,x_0)$, that $F=F_t=0$ there, and that $F_x$ and $F_{tt}$ are nonzero there (subscripts denote partial derivatives). If solutions $(t_i,x_i)$ of $F=0$ tend to $(t_0,x_0)$ with $x_i\neq x_0$, then

$$\frac{(t_i-t_0)^2}{x_i-x_0}\;\longrightarrow\;-\frac{2F_x}{F_{tt}},$$

with the derivatives taken at $(t_0,x_0)$. The amplitude displacement therefore scales as the square root of the scan displacement, and the slope measured from $(t_0,x_0)$ diverges.

In coupled-cluster theory this describes one way in which a real solution of truncated amplitude equations can be lost along a geometry scan, here for a single amplitude and a single scan parameter.

## The residual and its derivatives

```lean
import Mathlib

open Filter Topology

namespace SquareRootBreakdown

noncomputable section
```

Limits are written in the style of `Tendsto t l (𝓝 t0)`, which reads "$t$ tends to $t_0$ along $l$". The filter $l$ says which limit is meant. For a sequence it is $n\to\infty$, but the theorems allow any other filter.

```lean
/-- Partial derivative of the residual with respect to the amplitude (first argument). -/
def dAmp (F : ℝ × ℝ → ℝ) (p : ℝ × ℝ) : ℝ := deriv (fun s => F (s, p.2)) p.1
```

The residual takes a pair `p`, whose first entry `p.1` is the amplitude and whose second entry `p.2` is the scan parameter. `dAmp F p` is $F_t$: freeze the second entry, and differentiate the remaining function of one variable.

```lean
/-- Partial derivative of the residual with respect to the scan parameter (second argument). -/
def dScan (F : ℝ × ℝ → ℝ) (p : ℝ × ℝ) : ℝ := deriv (fun y => F (p.1, y)) p.2
```

`dScan F p` is $F_x$, obtained in the same way with the amplitude frozen.

```lean
/-- Second partial derivative of the residual with respect to the amplitude. -/
def dAmp2 (F : ℝ × ℝ → ℝ) (p : ℝ × ℝ) : ℝ := deriv (fun s => dAmp F (s, p.2)) p.1
```

`dAmp2 F p` is $F_{tt}$, the amplitude derivative of $F_t$.

## A fold, and solutions that approach it

```lean
/-- A fold of the amplitude equation `F (t, x) = 0`: a solution where the C² residual has `F_t = 0`,
while `F_x` and `F_tt` are nonzero. -/
structure IsFold (F : ℝ × ℝ → ℝ) (t0 x0 : ℝ) : Prop where
  smooth : ContDiffAt ℝ 2 F (t0, x0)
  root : F (t0, x0) = 0
  flat : dAmp F (t0, x0) = 0
  drive : dScan F (t0, x0) ≠ 0
  curv : dAmp2 F (t0, x0) ≠ 0
```

`IsFold F t0 x0` is a statement about $F$ and the point, and it bundles five conditions:

- `smooth`: $F$ is $C^2$ at the point.
- `root`: the point solves the amplitude equation.
- `flat`: $F_t=0$, so the one-by-one Jacobian of the amplitude equation is singular.
- `drive`: $F_x\neq0$, so changing the geometry at fixed amplitude changes the residual to first order.
- `curv`: $F_{tt}\neq0$, so the residual has curvature in the amplitude, which in coupled-cluster equations comes from the nonlinear terms.

With many coupled amplitudes, $t$ would be the coordinate along the singular direction of the Jacobian after the others have been eliminated, a reduction that is not carried out here.

```lean
/-- A family `(t i, x i)`, such as a sequence, that tends to `(t0, x0)` along `l` and eventually
solves the amplitude equation with scan parameter different from `x0`. -/
structure Approach (F : ℝ × ℝ → ℝ) (t0 x0 : ℝ) {ι : Type*} (l : Filter ι) (t x : ι → ℝ) :
    Prop where
  amp : Tendsto t l (𝓝 t0)
  scan : Tendsto x l (𝓝 x0)
  off : ∀ᶠ i in l, x i ≠ x0
  solves : ∀ᶠ i in l, F (t i, x i) = 0
```

`Approach` describes the family of solutions. The amplitudes tend to $t_0$ and the scan parameters to $x_0$. The symbol `∀ᶠ i in l` means "for all $i$ far enough along $l$", so $x_i\neq x_0$ and $F(t_i,x_i)=0$ need to hold only eventually. The theorems take such a family as given. At a fold one always exists: since $F_x\neq0$, the implicit function theorem solves $F=0$ for $x$ as a function of $t$ near $t_0$, and $F_{tt}\neq0$ then makes $x\neq x_0$ for nearby $t\neq t_0$. That step is not formalised here, but the quadratic example at the end supplies solutions explicitly.

## Quadratic in the amplitude, linear in the scan

```lean
variable {F : ℝ × ℝ → ℝ} {t0 x0 : ℝ} {ι : Type*} {l : Filter ι} {t x : ι → ℝ}

/-- At a fold, the residual at fixed scan parameter `x0` is quadratic in the amplitude displacement
to leading order, with coefficient `F_tt / 2`. -/
theorem amp_quotient (h : IsFold F t0 x0) :
    Tendsto (fun s => F (s, x0) / (s - t0) ^ 2) (𝓝[≠] t0) (𝓝 (dAmp2 F (t0, x0) / 2)) := by
  have hline : Tendsto (fun s : ℝ => (s, x0)) (𝓝 t0) (𝓝 (t0, x0)) :=
    tendsto_id.prodMk_nhds tendsto_const_nhds
  have hd : ∀ᶠ s in 𝓝 t0, HasDerivAt (fun s => F (s, x0)) (dAmp F (s, x0)) s := by
    filter_upwards [hline.eventually (h.smooth.eventually (by simp))] with s hs
    have hc : HasDerivAt (fun s : ℝ => (s, x0)) ((1 : ℝ), (0 : ℝ)) s :=
      (hasDerivAt_id' s).prodMk (hasDerivAt_const s x0)
    exact ((hs.differentiableAt (by norm_num)).hasFDerivAt.comp_hasDerivAt s
      hc).differentiableAt.hasDerivAt
  have hcurv : deriv (fun s => dAmp F (s, x0)) t0 ≠ 0 := h.curv
  have hsl : Tendsto (slope (fun s => dAmp F (s, x0)) t0) (𝓝[≠] t0) (𝓝 (dAmp2 F (t0, x0))) :=
    hasDerivAt_iff_tendsto_slope.mp (differentiableAt_of_deriv_ne_zero hcurv).hasDerivAt
  have hf : Tendsto (fun s => F (s, x0)) (𝓝 t0) (𝓝 (F (t0, x0))) :=
    hd.self_of_nhds.continuousAt
  rw [h.root] at hf
  have hg : Tendsto (fun s : ℝ => (s - t0) ^ 2) (𝓝 t0) (𝓝 ((t0 - t0) ^ 2)) :=
    (by fun_prop : Continuous fun s : ℝ => (s - t0) ^ 2).tendsto t0
  rw [sub_self, zero_pow two_ne_zero] at hg
  -- L'Hôpital's rule leaves the difference quotient of the first derivative
  refine HasDerivAt.lhopital_zero_nhdsNE (f' := fun s => dAmp F (s, x0))
    (g' := fun s => 2 * (s - t0)) (hd.filter_mono nhdsWithin_le_nhds)
    (Eventually.of_forall fun s => ?_) ?_ (hf.mono_left nhdsWithin_le_nhds)
    (hg.mono_left nhdsWithin_le_nhds) ?_
  · simpa using ((hasDerivAt_id' s).sub_const t0).fun_pow 2
  · filter_upwards [self_mem_nhdsWithin] with s hs
    exact mul_ne_zero two_ne_zero (sub_ne_zero.mpr hs)
  · refine (hsl.div_const 2).congr fun s => ?_
    simp only [slope_def_field, h.flat, sub_zero]
    rw [div_div, mul_comm]
```

The theorem says that

$$\frac{F(s,x_0)}{(s-t_0)^2}\to\frac{F_{tt}}{2}\qquad (s\to t_0,\ s\neq t_0).$$

The restriction $s\neq t_0$ is the meaning of `𝓝[≠] t0`. By hand, both numerator and denominator vanish at $s=t_0$, so L'Hôpital's rule leads to

$$\frac{F_t(s,x_0)}{2(s-t_0)}=\frac12\,\frac{F_t(s,x_0)-F_t(t_0,x_0)}{s-t_0}\to\frac{F_{tt}}{2},$$

where `flat` allowed us to subtract $F_t(t_0,x_0)=0$.

The Lean proof has the same parts. `hd` says that $F(\cdot,x_0)$ is differentiable near $t_0$, with derivative $F_t$. `hsl` is the limit of the difference quotient of $F_t$. It uses the fact that Lean's `deriv` is set to zero where no derivative exists, so a nonzero value already guarantees differentiability. `hf` and `hg` say that numerator and denominator tend to zero. After L'Hôpital's rule is applied, the three bullets differentiate the denominator, check that its derivative is nonzero away from $t_0$, and evaluate the remaining limit.

```lean
/-- Along solutions that approach a fold, difference quotients of the residual in the scan direction
tend to `F_x`. -/
theorem scan_quotient (h : IsFold F t0 x0) (hs : Approach F t0 x0 l t x) :
    Tendsto (fun i => (F (t i, x i) - F (t i, x0)) / (x i - x0)) l (𝓝 (dScan F (t0, x0))) := by
  have hc : HasDerivAt (fun y : ℝ => (t0, y)) ((0 : ℝ), (1 : ℝ)) x0 :=
    (hasDerivAt_const x0 t0).prodMk (hasDerivAt_id' x0)
  have ha : dScan F (t0, x0) = fderiv ℝ F (t0, x0) (0, 1) :=
    ((h.smooth.differentiableAt (by norm_num)).hasFDerivAt.comp_hasDerivAt x0 hc).deriv
  have hq : Tendsto (fun i => ((t i, x i), (t i, x0))) l (𝓝 ((t0, x0), (t0, x0))) :=
    (hs.amp.prodMk_nhds hs.scan).prodMk_nhds (hs.amp.prodMk_nhds tendsto_const_nhds)
  -- strict differentiability allows the base point to move
  have ho := (h.smooth.hasStrictFDerivAt (by norm_num)).isLittleO.comp_tendsto hq
  have h2 : (fun i => F (t i, x i) - F (t i, x0) - dScan F (t0, x0) * (x i - x0))
      =o[l] fun i => x i - x0 := by
    refine (ho.congr_left fun i => ?_).trans_isBigO
      (Asymptotics.IsBigO.of_bound 1 (Eventually.of_forall fun i => by simp [Prod.norm_def]))
    have e : ((t i, x i) - (t i, x0) : ℝ × ℝ) = (x i - x0) • ((0 : ℝ), (1 : ℝ)) := by
      ext <;> simp
    simp only [Function.comp_apply]
    rw [e, map_smul, smul_eq_mul, ← ha, mul_comm]
  have h3 := h2.tendsto_div_nhds_zero.add_const (dScan F (t0, x0))
  rw [zero_add] at h3
  refine h3.congr' ?_
  filter_upwards [hs.off] with i hi
  rw [sub_div, mul_div_cancel_right₀ _ (sub_ne_zero.mpr hi), sub_add_cancel]
```

This is the corresponding statement in the scan direction:

$$\frac{F(t_i,x_i)-F(t_i,x_0)}{x_i-x_0}\to F_x(t_0,x_0).$$

The amplitude $t_i$ moves as well, so this is not simply the definition of a partial derivative. A $C^2$ function is strictly differentiable: for two points $p,q$ that both tend to $p_0=(t_0,x_0)$,

$$F(p)-F(q)=DF(p_0)(p-q)+o(\|p-q\|).$$

Take $p=(t_i,x_i)$ and $q=(t_i,x_0)$. Then $p-q=(x_i-x_0)(0,1)$, and $DF(p_0)(0,1)=F_x$. Hence

$$F(t_i,x_i)-F(t_i,x_0)=F_x\,(x_i-x_0)+o(|x_i-x_0|),$$

and division by $x_i-x_0$ gives the limit.

In the code, `ha` identifies $F_x$ with the total derivative applied to $(0,1)$, `ho` is strict differentiability along the chosen pairs, `h2` is the last display, and `h3` is its quotient by $x_i-x_0$.

## The limiting ratio

```lean
/-- Square-root breakdown: along solutions that approach a fold, the squared amplitude displacement
over the scan displacement tends to `-2 F_x / F_tt`. -/
theorem fold_ratio (h : IsFold F t0 x0) (hs : Approach F t0 x0 l t x) :
    Tendsto (fun i => (t i - t0) ^ 2 / (x i - x0)) l
      (𝓝 (-2 * dScan F (t0, x0) / dAmp2 F (t0, x0))) := by
  have hA := scan_quotient h hs
  have hF0 : ∀ᶠ i in l, F (t i, x0) ≠ 0 := by
    filter_upwards [hA.eventually_ne h.drive, hs.solves] with i hi hFi h0
    apply hi
    rw [hFi, h0, sub_zero, zero_div]
  -- hence the amplitude has to move
  have hne : ∀ᶠ i in l, t i ≠ t0 := hF0.mono fun i hi h0 => hi (by rw [h0, h.root])
  have hB := (amp_quotient h).comp (tendsto_nhdsWithin_iff.mpr ⟨hs.amp, hne⟩)
  have hlim := hA.neg.div hB (div_ne_zero h.curv two_ne_zero)
  have e : -dScan F (t0, x0) / (dAmp2 F (t0, x0) / 2)
      = -2 * dScan F (t0, x0) / dAmp2 F (t0, x0) := by
    rw [div_div_eq_mul_div]; ring
  rw [e] at hlim
  refine hlim.congr' ?_
  filter_upwards [hs.off, hne, hs.solves, hF0] with i h1 h2 h3 h4
  have hX := sub_ne_zero.mpr h1
  have hT := sub_ne_zero.mpr h2
  show -((F (t i, x i) - F (t i, x0)) / (x i - x0)) / (F (t i, x0) / (t i - t0) ^ 2) = _
  rw [h3, zero_sub, neg_div, neg_div, neg_div, neg_neg]
  field_simp
```

This is the result stated at the start. Call the two quotients

$$A_i=\frac{F(t_i,x_i)-F(t_i,x_0)}{x_i-x_0},\qquad B_i=\frac{F(t_i,x_0)}{(t_i-t_0)^2}.$$

On solutions $F(t_i,x_i)=0$, so $A_i=-F(t_i,x_0)/(x_i-x_0)$. Since $A_i\to F_x\neq0$, the value $F(t_i,x_0)$ is eventually nonzero. But $F(t_0,x_0)=0$, so $t_i\neq t_0$ eventually, and $B_i\to F_{tt}/2$ may be used along the solutions. Finally

$$\frac{(t_i-t_0)^2}{x_i-x_0}=-\frac{A_i}{B_i}\to-\frac{F_x}{F_{tt}/2}=-\frac{2F_x}{F_{tt}}.$$

`hA` and `hB` are the limits of $A_i$ and $B_i$, `hF0` and `hne` are the two "eventually nonzero" steps, and `hlim` divides the limits. The closing lines identify $-A_i/B_i$ with the desired ratio.

The sign carries information: the numerator is never negative, so $x_i-x_0$ must eventually have the sign of $-F_x/F_{tt}$. The solutions reach the fold from one side of the scan.

## Square root and diverging slope

```lean
/-- Square-root law: along solutions that approach a fold, `|t - t0| / √|x - x0|` tends to
`√|2 F_x / F_tt|`. -/
theorem sqrt_law (h : IsFold F t0 x0) (hs : Approach F t0 x0 l t x) :
    Tendsto (fun i => |t i - t0| / √|x i - x0|) l
      (𝓝 (√|-2 * dScan F (t0, x0) / dAmp2 F (t0, x0)|)) := by
  refine (fold_ratio h hs).abs.sqrt.congr fun i => ?_
  rw [abs_div, Real.sqrt_div (abs_nonneg _), abs_of_nonneg (sq_nonneg _), Real.sqrt_sq_eq_abs]
```

Taking the absolute value and then the square root of the previous limit gives

$$\frac{|t_i-t_0|}{\sqrt{|x_i-x_0|}}\to\sqrt{\left|\frac{2F_x}{F_{tt}}\right|}.$$

The Lean proof applies these two continuous operations with `.abs.sqrt` and rewrites $\sqrt{(t_i-t_0)^2}$ as $|t_i-t_0|$.

```lean
/-- Along solutions that approach a fold, the slopes of the amplitude against the scan parameter,
measured from the fold, diverge in absolute value. -/
theorem slope_diverges (h : IsFold F t0 x0) (hs : Approach F t0 x0 l t x) :
    Tendsto (fun i => |(t i - t0) / (x i - x0)|) l atTop := by
  have hL : -2 * dScan F (t0, x0) / dAmp2 F (t0, x0) ≠ 0 :=
    div_ne_zero (mul_ne_zero (by norm_num) h.drive) h.curv
  have hr := fold_ratio h hs
  have hpos : ∀ᶠ i in l, 0 < |t i - t0| :=
    (hr.eventually_ne hL).mono fun i hi => abs_pos.mpr fun h0 => hi (by rw [h0]; simp)
  have hv : Tendsto (fun i => |t i - t0|) l (𝓝 0) := by
    simpa using (hs.amp.sub_const t0).abs
  -- the slope is the finite ratio divided by the vanishing amplitude displacement
  refine (hr.abs.pos_mul_atTop (abs_pos.mpr hL)
    (tendsto_inv_nhdsGT_zero.comp (tendsto_nhdsWithin_iff.mpr ⟨hv, hpos⟩))).congr' ?_
  filter_upwards [hpos] with i hi
  show |(t i - t0) ^ 2 / (x i - x0)| * |t i - t0|⁻¹ = _
  rw [show (t i - t0) ^ 2 / (x i - x0) = (t i - t0) / (x i - x0) * (t i - t0) by ring,
    abs_mul, mul_inv_cancel_right₀ hi.ne']
```

Here `atTop` means that the quantity grows beyond every bound. The slope is that of the straight line from the fold to the solution, not the tangent $dt/dx$. Write

$$\left|\frac{t_i-t_0}{x_i-x_0}\right|=\left|\frac{(t_i-t_0)^2}{x_i-x_0}\right|\cdot\frac{1}{|t_i-t_0|}.$$

The first factor tends to $|2F_x/F_{tt}|>0$ and the second to infinity, so the product diverges. In the code, `hL` says that the limiting ratio is nonzero, `hpos` that $|t_i-t_0|$ is eventually positive, and `hv` that it tends to zero.

## A quadratic amplitude equation

```lean
/-- The quadratic amplitude equation `x + b t + c t² = 0` with `c ≠ 0` has a fold at
`t0 = -b/(2c)`, `x0 = b²/(4c)`, and a parabola of solutions passes through it. -/
theorem isFold_witness (b c : ℝ) (hc : c ≠ 0) :
    IsFold (fun p => p.2 + b * p.1 + c * p.1 ^ 2) (-b / (2 * c)) (b ^ 2 / (4 * c)) ∧
      ∀ s : ℝ, (b ^ 2 / (4 * c) - c * s ^ 2) + b * (-b / (2 * c) + s)
        + c * (-b / (2 * c) + s) ^ 2 = 0 := by
  have hA : ∀ p, dAmp (fun p => p.2 + b * p.1 + c * p.1 ^ 2) p = b + 2 * c * p.1 := fun p => by
    have h := (((hasDerivAt_id' p.1).const_mul b).const_add p.2).fun_add
      (((hasDerivAt_id' p.1).fun_pow 2).const_mul c)
    exact h.deriv.trans (by norm_num; ring)
  have hS : ∀ p, dScan (fun p => p.2 + b * p.1 + c * p.1 ^ 2) p = 1 := fun p =>
    (((hasDerivAt_id' p.2).add_const (b * p.1)).add_const (c * p.1 ^ 2)).deriv
  have hC : ∀ p, dAmp2 (fun p => p.2 + b * p.1 + c * p.1 ^ 2) p = 2 * c := fun p => by
    simp only [dAmp2, hA]
    exact (((hasDerivAt_id' p.1).const_mul (2 * c)).const_add b).deriv.trans (mul_one _)
  refine ⟨⟨ContDiff.contDiffAt (by fun_prop), ?_, ?_, ?_, ?_⟩, fun s => ?_⟩
  · field_simp
    ring
  · rw [hA]
    field_simp
    ring
  · rw [hS]
    exact one_ne_zero
  · rw [hC]
    exact mul_ne_zero two_ne_zero hc
  · field_simp
    ring

end

end SquareRootBreakdown
```

The equation $x+bt+ct^2=0$ with $c\neq0$ satisfies every condition of a fold at

$$t_0=-\frac{b}{2c},\qquad x_0=\frac{b^2}{4c}.$$

Indeed $F_t=b+2ct$ vanishes at $t_0$, while $F_x=1$ and $F_{tt}=2c$; these derivatives are `hA`, `hS` and `hC`. Substituting $t_0$ gives $F(t_0,x_0)=b^2/(4c)-b^2/(2c)+b^2/(4c)=0$. The second half of the theorem says that $t=t_0+s$, $x=x_0-cs^2$ is a solution for every real $s$. Letting $s\to0$ through nonzero values gives a family of the kind that `Approach` describes, with ratio exactly $-1/c=-2F_x/F_{tt}$.

The smallest case is $b=0$, $c=1$. The equation is $x+t^2=0$, the fold is the origin, and $t=\pm\sqrt{-x}$ exists only for $x\le0$.

For a scan, take $b=-2$, $c=1$, so that $x-2t+t^2=0$ with the fold at $t_0=x_0=1$. A calculation that starts from $t=0$ at $x=0$ and reuses each converged amplitude as the next guess follows $t=1-\sqrt{1-x}$. At $x=0.99$ the amplitude is $0.9$, and at $x=0.9999$ it is $0.99$: the slope measured from the fold has risen from $10$ to $100$. Newton's method corrects the amplitude by $-F/F_t$, and $F_t=2t-2$ has shrunk from $-0.2$ to $-0.02$, so the same small residual now calls for a correction ten times as large. Beyond $x=1$ this equation has no real solution for the iteration to find.

```lean
#print axioms SquareRootBreakdown.fold_ratio
#print axioms SquareRootBreakdown.sqrt_law
#print axioms SquareRootBreakdown.slope_diverges
```

```
'SquareRootBreakdown.fold_ratio' depends on axioms: [propext, Classical.choice, Quot.sound]
'SquareRootBreakdown.sqrt_law' depends on axioms: [propext, Classical.choice, Quot.sound]
'SquareRootBreakdown.slope_diverges' depends on axioms: [propext, Classical.choice, Quot.sound]
```
